# A Gap-and-Coupling Bound on the Ground-State Energy Error of a Truncated Finite Basis

Diagonalising a Hamiltonian in part of a basis gives a ground-state energy that is too high or exact, and the variational principle does not say by how much. A weak coupling to the discarded states does not settle the matter, because their energies count too. For a fixed non-zero coupling, the second-order estimate, squared coupling divided by the gap between the retained and the discarded level, grows without limit as that gap closes, even though the true error stays finite.

Split a finite orthonormal basis into retained states, indexed by `m`, and discarded states, indexed by `n`. The full Hamiltonian is then

H = [[A, B], [Bᴴ, D]],

with A and D Hermitian. Let a, d and E₀ be the lowest eigenvalues of A, D and H, let b = ‖B‖ be the largest factor by which B stretches a vector, and put g = d − a. The result is

0 ≤ a − E₀ ≤ (√(g² + 4b²) − g)/2.

The sign of g is free. In electronic structure this bounds the error of a truncated configuration-interaction energy relative to diagonalisation in the full finite basis; the distance to the complete-basis limit is a separate error.

```lean
import Mathlib

open Matrix
open scoped ComplexOrder Matrix.Norms.L2Operator

namespace BasisTruncationLevelRepulsion

noncomputable section

variable {m n : Type*} [Fintype m] [Fintype n] [DecidableEq m] [DecidableEq n]
```

The opened scope `Matrix.Norms.L2Operator` makes `‖B‖` the operator norm for Euclidean lengths.

## Energies, lengths and the two-level shift

A number e is the ground energy of a matrix if it is the least real t for which Av = tv has a solution v ≠ 0. For a Hermitian matrix all eigenvalues are real, so this is the usual lowest eigenvalue.

```lean
/-- The real number `e` is the lowest real eigenvalue of the matrix `A`. -/
def IsGroundEnergy (A : Matrix n n ℂ) (e : ℝ) : Prop :=
  IsLeast {t : ℝ | ∃ v : n → ℂ, v ≠ 0 ∧ A *ᵥ v = (t : ℂ) • v} e
```

The ground energy could also have been modelled as the infimum of ⟨v, Av⟩/⟨v, v⟩. The variational principle would then be nearly immediate, and the definition would suit infinite-dimensional problems in which the bottom of the spectrum is not an eigenvalue. With the definition used here, the principle needs a longer proof; the one below uses the spectral theorem.

States need not be normalised, so lengths are carried along:

‖v‖ = √(Σᵢ |vᵢ|²).

```lean
/-- The Euclidean length of a state vector. -/
def len (v : n → ℂ) : ℝ := ‖(WithLp.toLp 2 v : EuclideanSpace ℂ n)‖
```

The energy form is Re⟨v, Av⟩. For Hermitian A and v ≠ 0 it is the expectation value of the energy times ‖v‖², so for a normalised state it is the expectation value itself.

```lean
/-- The energy form `Re ⟨v, A v⟩` of a state that need not be normalised. -/
def energy (A : Matrix n n ℂ) (v : n → ℂ) : ℝ := (star v ⬝ᵥ A *ᵥ v).re
```

Two levels a and a + g coupled by b repel each other. The lower of the two resulting energies lies below a (which for g < 0 is the upper of the original levels) by

s = (√(g² + 4b²) − g)/2.

```lean
/-- The distance from `a` down to the lower of the two energies that result when the levels `a` and
`a + g` are coupled by `b`; it does not depend on `a`. -/
def levelRepulsion (g b : ℝ) : ℝ := (√(g ^ 2 + 4 * b ^ 2) - g) / 2
```

The simplest block is a fully degenerate level, a·1. It is needed at the end, to show that the bound is attained.

```lean
/-- A multiple of the identity: all states of the block have the same energy `a`. -/
def level (n : Type*) [DecidableEq n] (a : ℝ) : Matrix n n ℂ := diagonal fun _ => (a : ℂ)
```

## The variational principle from the spectrum

The overlap of a state with itself is its squared length:

Re⟨v, v⟩ = Σᵢ |vᵢ|² = ‖v‖².

```lean
omit [DecidableEq n] in
/-- The overlap of a state with itself is its squared length. -/
theorem overlap_self (v : n → ℂ) : (star v ⬝ᵥ v).re = len v ^ 2 := by
  simp [len, EuclideanSpace.norm_sq_eq, dotProduct, Complex.sq_norm, Complex.normSq_apply]
```

If Av = tv with v ≠ 0, then ‖v‖² > 0 and

Re⟨v, Av⟩ = t‖v‖².

```lean
omit [DecidableEq n] in
/-- An eigenvector with a real eigenvalue has positive squared length, and its energy form is the
eigenvalue times that squared length. -/
theorem eigenvector_energy {A : Matrix n n ℂ} {t : ℝ} {v : n → ℂ} (hv : v ≠ 0)
    (h : A *ᵥ v = (t : ℂ) • v) : 0 < len v ^ 2 ∧ energy A v = t * len v ^ 2 := by
  constructor
  · have h0 : 0 < len v := norm_pos_iff.2 fun h0 => hv (congrArg WithLp.ofLp h0)
    positivity
  · unfold energy
    rw [h, dotProduct_smul, smul_eq_mul, Complex.re_ofReal_mul, overlap_self]
```

Now let e be the ground energy of a Hermitian A. If λ is an eigenvalue of A − e·1, then e + λ is an eigenvalue of A, so e ≤ e + λ and λ ≥ 0. Expanding v in orthonormal eigenvectors with coefficients cⱼ gives

⟨v, (A − e·1)v⟩ = Σⱼ λⱼ|cⱼ|² ≥ 0,

and therefore

e‖v‖² ≤ Re⟨v, Av⟩.

In the proof, `hpos` records that the shifted matrix is positive semidefinite. The bound `he.2` is the minimality of e, applied to each eigenvector of the shifted matrix.

```lean
/-- Variational principle: the lowest eigenvalue of a Hermitian matrix bounds the energy
form of every state from below. -/
theorem ground_le_energy {A : Matrix n n ℂ} (hA : A.IsHermitian) {e : ℝ}
    (he : IsGroundEnergy A e) (v : n → ℂ) : e * len v ^ 2 ≤ energy A v := by
  have hS : (A - (e : ℂ) • (1 : Matrix n n ℂ)).IsHermitian := by
    unfold Matrix.IsHermitian
    rw [conjTranspose_sub, conjTranspose_smul, conjTranspose_one, hA.eq]
    simp
  -- the shifted matrix has no negative eigenvalue
  have hpos : (A - (e : ℂ) • (1 : Matrix n n ℂ)).PosSemidef := by
    rw [hS.posSemidef_iff_eigenvalues_nonneg]
    intro j
    show 0 ≤ hS.eigenvalues j
    have hv := hS.mulVec_eigenvectorBasis j
    have hne : (hS.eigenvectorBasis j).ofLp ≠ 0 := fun h0 =>
      hS.eigenvectorBasis.orthonormal.ne_zero j (by ext i; exact congrFun h0 i)
    rw [sub_mulVec, smul_mulVec, one_mulVec, sub_eq_iff_eq_add] at hv
    have hle : e ≤ e + hS.eigenvalues j := he.2 ⟨_, hne, by
      rw [hv]
      ext i
      simp only [Pi.add_apply, Pi.smul_apply, Complex.real_smul, smul_eq_mul]
      push_cast
      ring⟩
    linarith
  have h := (Complex.le_def.1 (hpos.dotProduct_mulVec_nonneg v)).1
  rw [sub_mulVec, smul_mulVec, one_mulVec, dotProduct_sub, dotProduct_smul, smul_eq_mul,
    Complex.sub_re, Complex.re_ofReal_mul, overlap_self, Complex.zero_re] at h
  unfold energy
  linarith
```

## Splitting the energy of a composite state

Let u be a retained component and w a discarded one. The Cauchy–Schwarz inequality and the definition of the operator norm give

|Re⟨u, Bw⟩| ≤ ‖u‖ ‖Bw‖ ≤ b‖u‖‖w‖.

These two inequalities are `h1` and `h2`.

```lean
omit [DecidableEq m] in
/-- The coupling between a retained and a discarded component is at most the operator norm
of the coupling block times the two lengths. -/
theorem coupling_le (B : Matrix m n ℂ) (u : m → ℂ) (w : n → ℂ) :
    |(star u ⬝ᵥ B *ᵥ w).re| ≤ ‖B‖ * len u * len w := by
  have h1 := norm_inner_le_norm (𝕜 := ℂ) (WithLp.toLp 2 u : EuclideanSpace ℂ m)
    (WithLp.toLp 2 (B *ᵥ w) : EuclideanSpace ℂ m)
  rw [EuclideanSpace.inner_eq_star_dotProduct, dotProduct_comm] at h1
  have h2 : len (B *ᵥ w) ≤ ‖B‖ * len w :=
    Matrix.l2_opNorm_mulVec B (WithLp.toLp 2 w : EuclideanSpace ℂ n)
  calc |(star u ⬝ᵥ B *ᵥ w).re| ≤ len u * len (B *ᵥ w) :=
        (Complex.abs_re_le_norm _).trans h1
    _ ≤ len u * (‖B‖ * len w) := mul_le_mul_of_nonneg_left h2 (norm_nonneg _)
    _ = ‖B‖ * len u * len w := by ring
```

For the combined state v = (u, w), written `Sum.elim u w`, squared lengths add:

‖v‖² = ‖u‖² + ‖w‖².

Multiplying out the blocks gives

⟨v, Hv⟩ = ⟨u, Au⟩ + ⟨u, Bw⟩ + ⟨w, Bᴴu⟩ + ⟨w, Dw⟩.

The two middle terms are complex conjugates, so their real parts agree (`hcross`) and

Re⟨v, Hv⟩ = Re⟨u, Au⟩ + Re⟨w, Dw⟩ + 2 Re⟨u, Bw⟩.

```lean
omit [DecidableEq m] [DecidableEq n] in
/-- For a state with retained part `u` and discarded part `w`, squared lengths add, and the
energy is the sum of the block energies and twice the real coupling term. -/
theorem block_energy (A : Matrix m m ℂ) (B : Matrix m n ℂ) (D : Matrix n n ℂ)
    (u : m → ℂ) (w : n → ℂ) :
    len (Sum.elim u w) ^ 2 = len u ^ 2 + len w ^ 2 ∧
    energy (fromBlocks A B Bᴴ D) (Sum.elim u w) =
      energy A u + energy D w + 2 * (star u ⬝ᵥ B *ᵥ w).re := by
  have key : ∀ (x : m → ℂ) (y : n → ℂ),
      star (Sum.elim u w) ⬝ᵥ Sum.elim x y = star u ⬝ᵥ x + star w ⬝ᵥ y := by
    intro x y
    simp [dotProduct, Fintype.sum_sum_type]
  have hsymm : ∀ x y : m → ℂ, (star x ⬝ᵥ y).re = (star y ⬝ᵥ x).re := by
    intro x y
    simp only [dotProduct, Complex.re_sum, Pi.star_apply, Complex.star_def, Complex.mul_re,
      Complex.conj_re, Complex.conj_im]
    exact Finset.sum_congr rfl fun i _ => by ring
  -- the two off-diagonal terms are complex conjugates
  have hcross : (star w ⬝ᵥ Bᴴ *ᵥ u).re = (star u ⬝ᵥ B *ᵥ w).re := by
    rw [dotProduct_mulVec, ← star_mulVec, hsymm]
  constructor
  · rw [← overlap_self (Sum.elim u w), ← overlap_self u, ← overlap_self w, key,
      Complex.add_re]
  · unfold energy
    rw [fromBlocks_mulVec, Sum.elim_comp_inl, Sum.elim_comp_inr, key, dotProduct_add,
      dotProduct_add, Complex.add_re, Complex.add_re, Complex.add_re, hcross]
    ring
```

## Balancing the coupling against the gap

Write R = √(g² + 4b²). Then s = (R − g)/2 and g + s = (R + g)/2. Both are non-negative because R ≥ |g|, and their product is

s(g + s) = (R² − g²)/4 = b².

For real amplitudes x and y it follows that

(sx² + (g + s)y²)² − (2bxy)² = (sx² − (g + s)y²)² ≥ 0.

Since sx² + (g + s)y² ≥ 0, taking square roots yields

2bxy ≤ sx² + (g + s)y².

The product formula is `hst`, and the comparison of squares is `hsq`.

```lean
/-- The level repulsion `s` solves the two-level equation `s (g + s) = b²`, and it controls
the coupling term of any two amplitudes `x` and `y`. -/
theorem levelRepulsion_spec (g b : ℝ) :
    levelRepulsion g b * (g + levelRepulsion g b) = b ^ 2 ∧
    ∀ x y : ℝ, 2 * b * x * y ≤
      levelRepulsion g b * x ^ 2 + (g + levelRepulsion g b) * y ^ 2 := by
  have hR : √(g ^ 2 + 4 * b ^ 2) ^ 2 = g ^ 2 + 4 * b ^ 2 := Real.sq_sqrt (by positivity)
  have hg := abs_le.1 (Real.abs_le_sqrt (show g ^ 2 ≤ g ^ 2 + 4 * b ^ 2 by nlinarith [sq_nonneg b]))
  have hs : 0 ≤ levelRepulsion g b := by unfold levelRepulsion; linarith [hg.2]
  have ht : 0 ≤ g + levelRepulsion g b := by unfold levelRepulsion; linarith [hg.1]
  have hst : levelRepulsion g b * (g + levelRepulsion g b) = b ^ 2 := by
    unfold levelRepulsion
    linear_combination hR / 4
  refine ⟨hst, fun x y => ?_⟩
  generalize levelRepulsion g b = s at *
  -- arithmetic-geometric mean inequality in squared form
  have hsq : (2 * b * x * y) ^ 2 ≤ (s * x ^ 2 + (g + s) * y ^ 2) ^ 2 := by
    have e : (s * x ^ 2 + (g + s) * y ^ 2) ^ 2 - (2 * b * x * y) ^ 2
        = (s * x ^ 2 - (g + s) * y ^ 2) ^ 2 := by
      linear_combination 4 * x ^ 2 * y ^ 2 * hst
    linarith [sq_nonneg (s * x ^ 2 - (g + s) * y ^ 2)]
  exact (le_abs_self _).trans (abs_le_of_sq_le_sq hsq (by positivity))
```

## No eigenvalue below a − s

Let Hv = tv with v = (u, w) ≠ 0, and set x = ‖u‖, y = ‖w‖. The variational principle in each block, the coupling bound and the last inequality combine to

t(x² + y²) ≥ ax² + dy² − 2bxy
 ≥ (a − s)x² + (d − g − s)y²
 = (a − s)(x² + y²),

because d − g = a. Dividing by x² + y² > 0 gives t ≥ a − s. The hypotheses `h1` to `h4` are the inequalities used here, and `linarith` adds them up.

```lean
/-- Every real eigenvalue `t` of the full matrix lies at or above the lowest retained level
minus the level repulsion. -/
theorem eigenvalue_ge {A : Matrix m m ℂ} {B : Matrix m n ℂ} {D : Matrix n n ℂ}
    (hA : A.IsHermitian) (hD : D.IsHermitian) {a d t : ℝ} (ha : IsGroundEnergy A a)
    (hd : IsGroundEnergy D d) {v : m ⊕ n → ℂ} (hv : v ≠ 0)
    (h : fromBlocks A B Bᴴ D *ᵥ v = (t : ℂ) • v) :
    a - levelRepulsion (d - a) ‖B‖ ≤ t := by
  obtain ⟨u, w, rfl⟩ : ∃ u w, v = Sum.elim u w := ⟨_, _, (Sum.elim_comp_inl_inr v).symm⟩
  obtain ⟨hpos, hE⟩ := eigenvector_energy hv h
  obtain ⟨hlen, hblock⟩ := block_energy A B D u w
  have h1 := ground_le_energy hA ha u
  have h2 := ground_le_energy hD hd w
  have h3 := (abs_le.1 (coupling_le B u w)).1
  have h4 := (levelRepulsion_spec (d - a) ‖B‖).2 (len u) (len w)
  refine le_of_mul_le_mul_right ?_ hpos
  rw [← hE, hblock, hlen]
  linarith
```

## The two-sided truncation bound

Applied to t = E₀, the previous step gives a − E₀ ≤ s. For the other side, take a ground vector u of A and pad it with zeros. The state (u, 0) has energy form a‖u‖² and squared length ‖u‖², so the variational principle for H gives E₀‖u‖² ≤ a‖u‖², hence E₀ ≤ a.

The hypotheses of `truncation_error` are that A and D are Hermitian and that a, d and E₀ are the respective ground energies. The lower-left block is written as `Bᴴ`, which makes H Hermitian as well.

```lean
/-- Basis truncation error: the lowest eigenvalue `a` of the retained block lies above the
full lowest eigenvalue `E₀` by at most `(√(g² + 4‖B‖²) - g) / 2`, where `g = d - a`. -/
theorem truncation_error {A : Matrix m m ℂ} {B : Matrix m n ℂ} {D : Matrix n n ℂ}
    (hA : A.IsHermitian) (hD : D.IsHermitian) {a d E₀ : ℝ} (ha : IsGroundEnergy A a)
    (hd : IsGroundEnergy D d) (hE : IsGroundEnergy (fromBlocks A B Bᴴ D) E₀) :
    0 ≤ a - E₀ ∧ a - E₀ ≤ (√((d - a) ^ 2 + 4 * ‖B‖ ^ 2) - (d - a)) / 2 := by
  constructor
  · -- the truncated ground state, padded by zeros, is a trial state
    obtain ⟨u, hu, hAu⟩ := ha.1
    obtain ⟨hpos, hEu⟩ := eigenvector_energy hu hAu
    have h := ground_le_energy (hA.fromBlocks rfl hD) hE (Sum.elim u 0)
    obtain ⟨hlen, hblock⟩ := block_energy A B D u 0
    have h0 : len (0 : n → ℂ) = 0 := by simp [len]
    have h1 : energy D 0 = 0 := by simp [energy]
    have h2 : (star u ⬝ᵥ B *ᵥ (0 : n → ℂ)).re = 0 := by simp
    rw [hlen, hblock, h0, h1, h2, hEu] at h
    have : E₀ ≤ a := le_of_mul_le_mul_right (by linarith) hpos
    linarith
  · obtain ⟨v, hv, hHv⟩ := hE.1
    have h := eigenvalue_ge hA hD ha hd hv hHv
    unfold levelRepulsion at h
    linarith
```

## A tolerance test for a calculation

Suppose an error of at most ε > 0 is wanted and b² ≤ ε(ε + g). Since b² ≥ 0, this forces ε + g ≥ 0, so g + 2ε > 0. Moreover

(g + 2ε)² = g² + 4ε(ε + g) ≥ g² + 4b²,

so R ≤ g + 2ε and s ≤ ε.

```lean
/-- Tolerance criterion: for `ε > 0`, the truncation error is at most `ε` whenever the squared
coupling norm is at most `ε (ε + d - a)`. -/
theorem error_le_tolerance {A : Matrix m m ℂ} {B : Matrix m n ℂ} {D : Matrix n n ℂ}
    (hA : A.IsHermitian) (hD : D.IsHermitian) {a d E₀ ε : ℝ} (ha : IsGroundEnergy A a)
    (hd : IsGroundEnergy D d) (hE : IsGroundEnergy (fromBlocks A B Bᴴ D) E₀)
    (hε : 0 < ε) (hB : ‖B‖ ^ 2 ≤ ε * (ε + d - a)) : a - E₀ ≤ ε := by
  have h := (truncation_error hA hD ha hd hE).2
  have hg : 0 ≤ ε + d - a := by
    by_contra hneg
    nlinarith [mul_pos hε (neg_pos.2 (not_le.1 hneg)), sq_nonneg ‖B‖]
  have hR : √((d - a) ^ 2 + 4 * ‖B‖ ^ 2) ≤ d - a + 2 * ε :=
    Real.sqrt_le_iff.2 ⟨by linarith, by nlinarith⟩
  linarith
```

In a program, a comes from diagonalising the retained block, while d and b may be known only through estimates. A lower bound on d, for instance from Gershgorin discs, and an upper bound on b, such as the Frobenius norm of B, keep the test safe, because each makes it stricter. If s itself is evaluated for g > 0 and small b, the equivalent form 2b²/(g + R) avoids subtracting two nearly equal numbers.

## Degenerate levels attain the bound

Take A = a·1, D = d·1 and B = b·1 with b > 0, all of the same non-zero size. In each pair of one retained and one discarded state, H acts as a two-level Hamiltonian with the eigenvector (g + s, −b):

a(g + s) − b² = (a − s)(g + s),
b(g + s) − db = (a − s)(−b).

The first line uses b² = s(g + s), the second d − g = a. For a single pair, the normalised state is (g + s, −b)/√((g + s)² + b²). So a − s is an eigenvalue, and by the general lower bound it is the lowest one. Hence no smaller bound that depends only on a, d and b can hold for b > 0.

The Lean proof uses the unnormalised vector repeated over all pairs; `hC` is the relation s(g + s) = b² in complex numbers, and `eigenvalue_ge` supplies minimality.

```lean
/-- Sharpness: for diagonal blocks `a·1` and `d·1` coupled by `b·1` with `b > 0`, the full lowest
eigenvalue is exactly `a` minus the level repulsion. -/
theorem truncation_error_sharp [Nonempty n] (a d : ℝ) {b : ℝ} (hb : 0 < b) :
    IsGroundEnergy (level n a) a ∧ IsGroundEnergy (level n d) d ∧ ‖level n b‖ = b ∧
    IsGroundEnergy (fromBlocks (level n a) (level n b) (level n b)ᴴ (level n d))
      (a - levelRepulsion (d - a) b) := by
  have hground : ∀ c : ℝ, IsGroundEnergy (level n c) c := by
    intro c
    refine ⟨⟨fun _ => 1, fun h => ?_, ?_⟩, ?_⟩
    · exact one_ne_zero (congrFun h (Classical.arbitrary n))
    · ext i
      simp only [level, mulVec_diagonal, Pi.smul_apply, smul_eq_mul]
    · rintro t ⟨v, hv, h⟩
      obtain ⟨i, hi⟩ := Function.ne_iff.1 hv
      have h' := congrFun h i
      simp only [level, mulVec_diagonal, Pi.smul_apply, smul_eq_mul] at h'
      have hct : (c : ℂ) = (t : ℂ) := mul_right_cancel₀ hi h'
      exact le_of_eq (Complex.ofReal_injective hct)
  have hherm : ∀ c : ℝ, (level n c).IsHermitian := by
    intro c
    unfold Matrix.IsHermitian level
    rw [diagonal_conjTranspose]
    congr 1
    ext i
    simp
  have hnorm : ‖level n b‖ = b := by
    unfold level
    rw [Matrix.l2_opNorm_diagonal, pi_norm_const, Complex.norm_real, Real.norm_of_nonneg hb.le]
  refine ⟨hground a, hground d, hnorm, ?_, ?_⟩
  · -- the explicit lower eigenvector of the two-level problem
    have hC : (levelRepulsion (d - a) b : ℂ) * ((d : ℂ) - a + levelRepulsion (d - a) b)
        = (b : ℂ) ^ 2 := by
      exact_mod_cast (levelRepulsion_spec (d - a) b).1
    refine ⟨Sum.elim (fun _ => (d : ℂ) - a + levelRepulsion (d - a) b)
      (fun _ => -(b : ℂ)), fun h => ?_, ?_⟩
    · have h' : -(b : ℂ) = 0 := congrFun h (Sum.inr (Classical.arbitrary n))
      exact hb.ne' (Complex.ofReal_eq_zero.1 (neg_eq_zero.1 h'))
    · rw [(hherm b).eq, fromBlocks_mulVec, Sum.elim_comp_inl, Sum.elim_comp_inr]
      ext i
      rcases i with i | i
      · simp only [level, Sum.elim_inl, Pi.add_apply, Pi.smul_apply, smul_eq_mul,
          mulVec_diagonal, Complex.ofReal_sub]
        linear_combination hC
      · simp only [level, Sum.elim_inr, Pi.add_apply, Pi.smul_apply, smul_eq_mul,
          mulVec_diagonal, Complex.ofReal_sub]
        ring
  · rintro t ⟨v, hv, h⟩
    have h' := eigenvalue_ge (hherm a) (hherm d) (hground a) (hground d) hv h
    rwa [hnorm] at h'

end

end BasisTruncationLevelRepulsion
```

```lean
#print axioms BasisTruncationLevelRepulsion.truncation_error
#print axioms BasisTruncationLevelRepulsion.error_le_tolerance
#print axioms BasisTruncationLevelRepulsion.truncation_error_sharp
```

```
'BasisTruncationLevelRepulsion.truncation_error' depends on axioms: [propext, Classical.choice, Quot.sound]
'BasisTruncationLevelRepulsion.error_le_tolerance' depends on axioms: [propext, Classical.choice, Quot.sound]
'BasisTruncationLevelRepulsion.truncation_error_sharp' depends on axioms: [propext, Classical.choice, Quot.sound]
```
